# A linear map constant on the elements of a subgroup takes the same value on their average

In symmetry analysis, the projector of a subgroup $H$ of a finite group $G$ is the average of the elements of $H$, $e_H = |H|^{-1}\sum_{h\in H} h$, taken here in the group algebra with rational coefficients. The theorem `map_avg` says that if a ℚ-linear map φ from this algebra to a rational vector space $M$ has the same value $m$ on every element of $H$, then $\varphi(e_H) = m$. Only linearity is asked of φ; it need not respect products. The attempt carries φ through the scalar and the sum, replaces each term by $m$, and cancels the resulting factor $|H|$ against $|H|^{-1}$.

This version doesn't compile in Lean 4 with Mathlib:

```lean
import Mathlib

open scoped Pointwise

namespace MapAvg

noncomputable section

variable {G : Type*} [Group G] [Fintype G]

open scoped Classical in
/-- The subgroup projector `e_H`: the average of the elements of `H` in the rational
group algebra of the finite group `G`. -/
def avg (H : Subgroup G) : MonoidAlgebra ℚ G :=
  (Nat.card H : ℚ)⁻¹ • ∑ h : H, MonoidAlgebra.of ℚ G (h : G)

/-- A linear map that takes one and the same value on all elements of `H` takes that value
on the projector `e_H`. -/
theorem map_avg {M : Type*} [AddCommGroup M] [Module ℚ M]
    (φ : MonoidAlgebra ℚ G →ₗ[ℚ] M) (H : Subgroup G) (m : M)
    (hm : ∀ h ∈ H, φ (MonoidAlgebra.of ℚ G h) = m) : φ (avg H) = m := by
  classical
  have hc : (Nat.card H : ℚ) ≠ 0 := Nat.cast_ne_zero.mpr Nat.card_pos.ne'
  rw [avg, map_smul, map_sum, Finset.sum_congr rfl (fun h _ => hm h h.2),
    Finset.sum_const, Finset.card_univ, ← Nat.card_eq_fintype_card,
    ← Nat.cast_smul_eq_nsmul ℚ, smul_smul, inv_mul_cancel₀ hc, one_smul]

end

end MapAvg
```

The compiler's answer:

```
Main.lean:24:68: error: Invalid projection: Projection operates on types of the form `C ...` where C is a constant. The expression
  h
has type `G` which does not have the necessary form.
Main.lean:21:70: error: unsolved goals
G : Type u_1
inst✝³ : Group G
inst✝² : Fintype G
M : Type u_2
inst✝¹ : AddCommGroup M
inst✝ : Module ℚ M
φ : MonoidAlgebra ℚ G →ₗ[ℚ] M
H : Subgroup G
m : M
hm : ∀ h ∈ H, φ ((MonoidAlgebra.of ℚ G) h) = m
hc : ↑(Nat.card ↥H) ≠ 0
⊢ (↑(Nat.card ↥H))⁻¹ • ∑ x, φ ((MonoidAlgebra.of ℚ G) ↑x) = m
```

The first error is about the type of `h` in `fun h _ => hm h h.2`. The sum runs over the subtype `H`, whose elements carry a membership proof as their second component, `h.2`. But the binder has no type annotation, and `rw` elaborates the `Finset.sum_congr` term before matching it against the sum in the goal. The application `hm h` therefore settles the type of `h` as `G`, since `hm` takes an element of `G`. A bare element of `G` has no component `.2`, hence "Invalid projection".

The second error shows the goal left where the rewriting stopped: φ has already passed through the scalar and the sum, but its values have not yet been replaced by `m`.

Writing `(h : H)` fixes the index type, so `h.2` is the proof of membership that `hm` needs. The other change, `(h : G)`, only spells out the coercion from `H` to `G`, which Lean would insert by itself; it is tidying.

The mended proof, as a diff:

```diff
@@ -22,5 +22,5 @@
   classical
   have hc : (Nat.card H : ℚ) ≠ 0 := Nat.cast_ne_zero.mpr Nat.card_pos.ne'
-  rw [avg, map_smul, map_sum, Finset.sum_congr rfl (fun h _ => hm h h.2),
+  rw [avg, map_smul, map_sum, Finset.sum_congr rfl (fun (h : H) _ => hm (h : G) h.2),
     Finset.sum_const, Finset.card_univ, ← Nat.card_eq_fintype_card,
     ← Nat.cast_smul_eq_nsmul ℚ, smul_smul, inv_mul_cancel₀ hc, one_smul]
```
